# No scalar multiple of the adjoint of diag(1, 2) is its Penrose pseudo-inverse

On a two-dimensional complex state space, the operator A = diag(1, 2) leaves the first basis vector alone and doubles the second. The lemma says that for no complex number c does X = cA† satisfy all four Penrose equations: AXA = A, XAX = X, and both AX and XA Hermitian. The attempt assumes that such a c exists and uses only the first equation, reading off its two diagonal entries. The first entry should give c = 1, which the second should then contradict.

The failing Lean file:

```lean
import Mathlib

open scoped Matrix ComplexOrder

namespace PolynomialPseudoInverse

variable {m n : Type*} [Fintype m] [Fintype n]

/-- The four Penrose equations for a complex matrix `A` and a candidate pseudo-inverse `X`. -/
structure IsPenroseInverse (A : Matrix m n ℂ) (X : Matrix n m ℂ) : Prop where
  /-- The product `A X` acts as the identity on the range of `A`. -/
  mul_mul_left : A * X * A = A
  /-- The product `X A` acts as the identity on the range of `X`. -/
  mul_mul_right : X * A * X = X
  /-- The product `A X` is Hermitian. -/
  hermitian_left : (A * X).IsHermitian
  /-- The product `X A` is Hermitian. -/
  hermitian_right : (X * A).IsHermitian

variable [DecidableEq n]

/-- For the matrix `diag(1, 2)` no scalar multiple of the adjoint is a Penrose inverse. -/
theorem constant_polynomial_insufficient (c : ℂ) :
    ¬ IsPenroseInverse !![(1 : ℂ), 0; 0, 2] (c • (!![(1 : ℂ), 0; 0, 2])ᴴ) := by
  intro h
  have h0 := congrFun (congrFun h.mul_mul_left 0) 0
  have h1 := congrFun (congrFun h.mul_mul_left 1) 1
  simp [Matrix.mul_apply, Fin.sum_univ_two] at h0
  -- the first diagonal entry forces c = 1, which the second one contradicts
  subst h0
  norm_num [Matrix.mul_apply, Fin.sum_univ_two] at h1

end PolynomialPseudoInverse
```

Lean reports:

```
Main.lean:30:2: error: Tactic `subst` failed: invalid equality proof, it is not of the form (x = t) or (t = x)
  c * (![1, 0] ᵥ* !![1, 0; 0, 2]ᴴ) 0 = 1

c : ℂ
h : IsPenroseInverse !![1, 0; 0, 2] (c • !![1, 0; 0, 2]ᴴ)
h1 : (!![1, 0; 0, 2] * c • !![1, 0; 0, 2]ᴴ * !![1, 0; 0, 2]) 1 1 = !![1, 0; 0, 2] 1 1
h0 : c * (![1, 0] ᵥ* !![1, 0; 0, 2]ᴴ) 0 = 1
⊢ False
```

Diagnosis. `subst` eliminates a variable, so it needs an equation with a variable alone on one side. Here `h0` still reads `c * (![1, 0] ᵥ* !![1, 0; 0, 2]ᴴ) 0 = 1`. The call to `simp` had rewritten the matrix product using a row vector times a matrix, but left the conjugate transpose of the explicit matrix unevaluated, so the factor multiplying `c` was never reduced to 1.

The repair removes the adjoint first: `hA` proves, entry by entry, that the matrix equals its own conjugate transpose. `hcube` computes its cube as diag(1, 8). Rewriting with these, and with `Matrix.mul_smul` and `Matrix.smul_mul` to bring the scalar outside, turns the first Penrose equation into c · diag(1, 8) = diag(1, 2). Now `simpa` can read off `c = 1` and `c * 8 = 2`.

This `h0` does have the form `subst` accepts, but the new proof finishes without it: `linear_combination` combines the two equations into 6 = 0, which `norm_num` refutes.

As a diff, the version that Lean accepts:

```diff
@@ -24,10 +24,18 @@
     ¬ IsPenroseInverse !![(1 : ℂ), 0; 0, 2] (c • (!![(1 : ℂ), 0; 0, 2])ᴴ) := by
   intro h
-  have h0 := congrFun (congrFun h.mul_mul_left 0) 0
-  have h1 := congrFun (congrFun h.mul_mul_left 1) 1
-  simp [Matrix.mul_apply, Fin.sum_univ_two] at h0
+  have hA : (!![(1 : ℂ), 0; 0, 2])ᴴ = !![(1 : ℂ), 0; 0, 2] := by
+    ext i j
+    fin_cases i <;> fin_cases j <;> simp [Matrix.conjTranspose_apply]
+  have hcube : !![(1 : ℂ), 0; 0, 2] * !![(1 : ℂ), 0; 0, 2] * !![(1 : ℂ), 0; 0, 2]
+      = !![(1 : ℂ), 0; 0, 8] := by
+    rw [Matrix.mul_fin_two, Matrix.mul_fin_two]
+    norm_num
+  have e := h.mul_mul_left
+  rw [hA, Matrix.mul_smul, Matrix.smul_mul, hcube] at e
   -- the first diagonal entry forces c = 1, which the second one contradicts
-  subst h0
-  norm_num [Matrix.mul_apply, Fin.sum_univ_two] at h1
+  have h0 : c = 1 := by simpa using congrFun (congrFun e 0) 0
+  have h1 : c * 8 = 2 := by simpa using congrFun (congrFun e 1) 1
+  have h6 : (6 : ℂ) = 0 := by linear_combination h1 - 8 * h0
+  norm_num at h6
 
 end PolynomialPseudoInverse
```
